# For two slightly overlapping equal spheres, the integral of squared depth over their lens grows as the fourth power of the overlap

## Does the π/24 law for the overlap lens follow from the geometry alone?

Two spheres of radius $s$ have their centres a distance $d>0$ apart and overlap slightly, with relative overlap $\omega=(2s-d)/d$. If $r$ is the distance from the first centre, the integral of $(s-r)^2$ over the common lens is $\frac{\pi}{24}d^5\omega^4$ to leading order in $\omega$.

I met this while thinking about overlapping muffin-tin spheres. The usual route goes through bipolar coordinates, where the lens becomes a triangle and the integrand a polynomial. I'd like to see that change of coordinates derived instead of assumed, and the whole chain, from the integral in spherical coordinates to the limit, checked by Lean. How good is the leading term when the overlap isn't small?

## Yes: each shell contributes a cap, and the caps add up to a triangle

For $s\le d\le 2s$ and overlap depth $q=2s-d$, the integral is exactly

$$I=\frac{2\pi}{d}\left(\frac{s^2q^4}{12}-\frac{sq^5}{15}+\frac{q^6}{120}\right)=\frac{\pi d^5\omega^4(5+2\omega-\omega^2)}{120}.$$

The leading term is a lower bound over this whole range, and the exact value is never more than $6/5$ of it.

**The cap on one shell.** Let $u$ be the cosine of the polar angle about the first centre, measured from the line to the second. By the law of cosines, a point at radius $r>0$ lies inside the second sphere when

$$r^2+d^2-2rdu<s^2,\qquad\text{that is,}\qquad u>u_0=\frac{r^2+d^2-s^2}{2rd}.$$

Since $d\ge s$, we have $(r+d)^2\ge s^2$ and so $u_0\ge-1$. The allowed cosines therefore fill an interval of length

$$\max(1-u_0,0)=\frac{\max\big(s^2-(d-r)^2,\,0\big)}{2rd}.$$

The azimuth gives $2\pi$ and the volume element $r^2$, so

$$I=\int_0^s\frac{\pi}{d}\,r(s-r)^2\max\big(s^2-(d-r)^2,0\big)\,dr.$$

**From radius to depth.** Shells with $r\le d-s$ do not reach into the second sphere and contribute nothing. On the others, put $r=s-x$, where $x$ runs from $0$ to $q$. Then

$$s^2-(d-r)^2=(q-x)\big(2s-(q-x)\big)=2\int_0^{q-x}(s-y)\,dy,$$

and hence

$$I=\frac{2\pi}{d}\int_0^q\!\int_0^{q-x}x^2(s-x)(s-y)\,dy\,dx .$$

Here $x$ is the depth of a point below the first surface, and $y$ is its depth below the second. To see the latter, let $r'=\sqrt{r^2+d^2-2rdu}$ be the distance from the second centre. At fixed $r$ we have $r'\,dr'=-rd\,du$, and $r'$ falls from $s$ at $u=u_0$ to $d-r$ at $u=1$. So $y=s-r'$ runs from $0$ to $q-x$, with $(s-y)\,dy=rd\,du$. This is the bipolar formula.

**The triangle.** The inner integral is $s(q-x)-(q-x)^2/2$. Multiplying by $x^2(s-x)$ and collecting powers of $x$ gives

$$s\left(sq-\tfrac{q^2}{2}\right)x^2+\left(\tfrac{q^2}{2}-s^2\right)x^3+\left(\tfrac s2-q\right)x^4+\tfrac12x^5 .$$

Integrating from $0$ to $q$, the coefficient of $s^2q^4$ is $\frac13-\frac14=\frac1{12}$, that of $sq^5$ is $-\frac16+\frac1{10}=-\frac1{15}$, and that of $q^6$ is $\frac18-\frac15+\frac1{12}=\frac1{120}$.

**Relative overlap.** With $s=(1+\omega)d/2$ and $q=\omega d$,

$$I=2\pi d^5\omega^4\left[\frac{(1+\omega)^2}{48}-\frac{\omega(1+\omega)}{30}+\frac{\omega^2}{120}\right]=\frac{\pi d^5\omega^4(5+2\omega-\omega^2)}{120}.$$

Dividing by $d^5\omega^4$ and letting $\omega\to0^+$ leaves $5\pi/120=\pi/24$. For the bounds, write $5+2\omega-\omega^2=6-(1-\omega)^2$, which lies between $5$ and $6$ when $0\le\omega\le1$.

## What the Lean definitions and theorems say

`overlapError s d` is the lens integral, written as an iterated integral over `r` from $0$ to $s$ and `u` from $-1$ to $1$. The `if` keeps the points strictly inside the second sphere; including its surface would not change the integral. The azimuthal factor $2\pi$ and the volume element $r^2$ are written into the integrand, so the passage from a volume integral in three-dimensional space to spherical coordinates is part of the definition.

`bipolarMoment s q` is the triangle integral, defined separately and without the prefactor $2\pi/d$. The theorem `overlapError_eq_bipolar` connects the two, and `overlapError_eq` gives the closed form. Both assume `0 < d`, `d ≤ 2 * s` and `s ≤ d`: the spheres touch or overlap, and neither centre lies strictly inside the other sphere.

In `overlapError_relative`, `overlapError_limit` and `overlapError_bounds` the radius is `(1 + ω) * d / 2`. The limit is taken at fixed $d$, so the spheres shrink towards contact while their centres stay put. The filter `𝓝[>] 0` means that $\omega$ approaches zero through positive values.

The weight $(s-r)^2$ is a choice of model. To leading order and up to a constant factor, it is the difference between two smooth radial functions that agree in value and slope at the surface of the first sphere but not in second derivative. The result shows how quickly the integral of this weight builds up with overlap, for one pair of equal spheres. No potential, orbital or energy enters the theorems, so the integral is not by itself the error of a muffin-tin calculation. Unequal radii and regions shared by three or more spheres are not treated.

```lean
import Mathlib

open Real Filter Topology

namespace MuffinTinOverlap

noncomputable section

/-- The integral of `(s - r)²` over the lens common to two spheres of radius `s` whose centres
are `d` apart, in spherical coordinates about the first centre: `r` is the radius, `u` the cosine
of the polar angle, and the law of cosines selects the points inside the second sphere. -/
def overlapError (s d : ℝ) : ℝ :=
  ∫ r in (0 : ℝ)..s, ∫ u in (-1 : ℝ)..1,
    if r ^ 2 + d ^ 2 - 2 * r * d * u < s ^ 2 then 2 * π * r ^ 2 * (s - r) ^ 2 else 0

/-- For `q ≥ 0`, the integral of `x² (s - x) (s - y)` over the triangle `x, y ≥ 0`, `x + y ≤ q`. For
two spheres of radius `s > 0` at distance `d` with `s ≤ d ≤ 2s` and `q = 2s - d`, `x` and `y` are
the depths of a point of the lens below the two surfaces. -/
def bipolarMoment (s q : ℝ) : ℝ :=
  ∫ x in (0 : ℝ)..q, ∫ y in (0 : ℝ)..(q - x), x ^ 2 * (s - x) * (s - y)

/-- On a shell of radius `r > 0` about the first centre, a constant `A` integrated over the cosines
in `[-1, 1]` whose points lie inside the second sphere gives `A` times the length of the interval of
those cosines (zero if there are none), for `0 ≤ s ≤ d` and `d > 0`. -/
theorem shell_integral {r s d : ℝ} (hr : 0 < r) (hd : 0 < d) (hs : 0 ≤ s) (hsd : s ≤ d)
    (A : ℝ) :
    (∫ u in (-1 : ℝ)..1, if r ^ 2 + d ^ 2 - 2 * r * d * u < s ^ 2 then A else 0)
      = A * max (1 - (r ^ 2 + d ^ 2 - s ^ 2) / (2 * r * d)) 0 := by
  have hp : 0 < 2 * r * d := by positivity
  -- the limiting cosine never drops below -1, since the first centre is not inside sphere two
  have hc : -1 ≤ (r ^ 2 + d ^ 2 - s ^ 2) / (2 * r * d) := by
    rw [le_div_iff₀ hp]
    have h := mul_self_le_mul_self hs hsd
    nlinarith [sq_nonneg r]
  have hfun : (fun u : ℝ => if r ^ 2 + d ^ 2 - 2 * r * d * u < s ^ 2 then A else 0)
      = (Set.Ioi ((r ^ 2 + d ^ 2 - s ^ 2) / (2 * r * d))).indicator (fun _ => A) := by
    funext u
    have hiff : r ^ 2 + d ^ 2 - 2 * r * d * u < s ^ 2 ↔
        u ∈ Set.Ioi ((r ^ 2 + d ^ 2 - s ^ 2) / (2 * r * d)) := by
      rw [Set.mem_Ioi, div_lt_iff₀ hp]
      constructor <;> intro h <;> linarith
    by_cases h : u ∈ Set.Ioi ((r ^ 2 + d ^ 2 - s ^ 2) / (2 * r * d))
    · rw [if_pos (hiff.2 h), Set.indicator_of_mem h]
    · rw [if_neg (fun h' => h (hiff.1 h')), Set.indicator_of_notMem h]
  have hset : Set.Ioc (-1 : ℝ) 1 ∩ Set.Ioi ((r ^ 2 + d ^ 2 - s ^ 2) / (2 * r * d))
      = Set.Ioc ((r ^ 2 + d ^ 2 - s ^ 2) / (2 * r * d)) 1 := by
    ext u
    constructor
    · rintro ⟨⟨_, h2⟩, h3⟩
      exact ⟨h3, h2⟩
    · rintro ⟨h1, h2⟩
      exact ⟨⟨lt_of_le_of_lt hc h1, h2⟩, h1⟩
  rw [hfun, intervalIntegral.integral_of_le (by norm_num),
    MeasureTheory.setIntegral_indicator measurableSet_Ioi, hset,
    MeasureTheory.setIntegral_const, Real.volume_real_Ioc, smul_eq_mul]
  exact mul_comm _ _

/-- The integral of `c (s - y)` over depths `y` from `0` to `t` is `c (s t - t²/2)`. -/
theorem depth_integral (c s t : ℝ) :
    ∫ y in (0 : ℝ)..t, c * (s - y) = c * (s * t - t ^ 2 / 2) := by
  refine (intervalIntegral.integral_eq_sub_of_hasDerivAt
    (f := fun y => c * (s * y - y ^ 2 / 2)) (fun y _ => ?_)
    (Continuous.intervalIntegrable (by fun_prop) _ _)).trans ?_
  · have h := (((hasDerivAt_id' y).const_mul s).fun_sub
      ((hasDerivAt_pow 2 y).div_const 2)).const_mul c
    exact h.congr_deriv (by push_cast; ring)
  · ring

/-- The triangle integral in closed form. -/
theorem bipolarMoment_eq (s q : ℝ) :
    bipolarMoment s q = s ^ 2 * q ^ 4 / 12 - s * q ^ 5 / 15 + q ^ 6 / 120 := by
  unfold bipolarMoment
  simp only [depth_integral]
  -- antiderivative of the remaining quintic in x
  refine (intervalIntegral.integral_eq_sub_of_hasDerivAt
    (f := fun x => s * (s * q - q ^ 2 / 2) / 3 * x ^ 3 + (q ^ 2 / 2 - s ^ 2) / 4 * x ^ 4
      + (s / 2 - q) / 5 * x ^ 5 + 1 / 12 * x ^ 6) (fun x _ => ?_)
    (Continuous.intervalIntegrable (by fun_prop) _ _)).trans ?_
  · have h := ((((hasDerivAt_pow 3 x).const_mul (s * (s * q - q ^ 2 / 2) / 3)).fun_add
      ((hasDerivAt_pow 4 x).const_mul ((q ^ 2 / 2 - s ^ 2) / 4))).fun_add
      ((hasDerivAt_pow 5 x).const_mul ((s / 2 - q) / 5))).fun_add
      ((hasDerivAt_pow 6 x).const_mul (1 / 12))
    exact h.congr_deriv (by push_cast; ring)
  · ring

/-- Bipolar coordinates: for `d > 0` and `s ≤ d ≤ 2s`, the lens integral is `2π/d` times the
triangle integral with overlap depth `2s - d`. -/
theorem overlapError_eq_bipolar {s d : ℝ} (hd : 0 < d) (h1 : d ≤ 2 * s) (h2 : s ≤ d) :
    overlapError s d = 2 * π / d * bipolarMoment s (2 * s - d) := by
  have hs : 0 ≤ s := by linarith
  obtain ⟨F, hF⟩ : ∃ F : ℝ → ℝ, ∀ r, F r =
      π / d * r * (s - r) ^ 2 * max (s ^ 2 - (d - r) ^ 2) 0 := ⟨_, fun _ => rfl⟩
  have hFc : Continuous F := by
    rw [funext hF]
    fun_prop
  -- the angular integral on each shell
  have hE : overlapError s d = ∫ r in (0 : ℝ)..s, F r := by
    unfold overlapError
    apply intervalIntegral.integral_congr
    intro r hr
    rw [Set.uIcc_of_le hs] at hr
    beta_reduce
    rcases hr.1.eq_or_lt with h0 | h0
    · subst h0
      simp [hF]
    · have key : max (s ^ 2 - (d - r) ^ 2) 0
          = 2 * r * d * max (1 - (r ^ 2 + d ^ 2 - s ^ 2) / (2 * r * d)) 0 := by
        rw [mul_max_of_nonneg _ _ (by positivity), mul_zero]
        congr 1
        field_simp
        ring
      rw [shell_integral h0 hd hs h2, hF, key]
      generalize max (1 - (r ^ 2 + d ^ 2 - s ^ 2) / (2 * r * d)) 0 = M
      have hdd : d⁻¹ * d = 1 := inv_mul_cancel₀ hd.ne'
      linear_combination (-(2 * π * r ^ 2 * (s - r) ^ 2 * M)) * hdd
  -- shells that do not reach the second sphere contribute nothing
  have hz : ∫ r in (0 : ℝ)..(d - s), F r = 0 := by
    have h : Set.EqOn F (fun _ => (0 : ℝ)) (Set.uIcc 0 (d - s)) := by
      intro r hr
      rw [Set.uIcc_of_le (by linarith)] at hr
      have hm := mul_self_le_mul_self hs (by linarith [hr.2] : s ≤ d - r)
      have hle : s ^ 2 - (d - r) ^ 2 ≤ 0 := by nlinarith
      simp [hF, max_eq_right hle]
    rw [intervalIntegral.integral_congr h]
    simp
  -- on the other shells pass to the depth x = s - r
  have hsub := intervalIntegral.integral_comp_sub_left F s (a := 0) (b := 2 * s - d)
  rw [show s - (2 * s - d) = d - s by ring, sub_zero] at hsub
  rw [hE, ← intervalIntegral.integral_add_adjacent_intervals (b := d - s)
    (hFc.intervalIntegrable _ _) (hFc.intervalIntegrable _ _), hz, zero_add, ← hsub,
    bipolarMoment, ← intervalIntegral.integral_const_mul]
  apply intervalIntegral.integral_congr
  intro x hx
  rw [Set.uIcc_of_le (by linarith)] at hx
  beta_reduce
  have hm := mul_self_le_mul_self (by linarith [hx.1] : 0 ≤ d - (s - x))
    (by linarith [hx.2] : d - (s - x) ≤ s)
  have hge : 0 ≤ s ^ 2 - (d - (s - x)) ^ 2 := by nlinarith
  rw [hF, depth_integral, max_eq_left hge]
  ring

/-- Closed form of the lens integral in terms of the overlap depth `2s - d`, for `d > 0` and
`s ≤ d ≤ 2s`. -/
theorem overlapError_eq {s d : ℝ} (hd : 0 < d) (h1 : d ≤ 2 * s) (h2 : s ≤ d) :
    overlapError s d = 2 * π / d * (s ^ 2 * (2 * s - d) ^ 4 / 12
      - s * (2 * s - d) ^ 5 / 15 + (2 * s - d) ^ 6 / 120) := by
  rw [overlapError_eq_bipolar hd h1 h2, bipolarMoment_eq]

/-- The lens integral for spheres of radius `(1 + ω) d / 2`, that is, with relative overlap `ω`
between `0` and `1`, at distance `d > 0`. -/
theorem overlapError_relative {d ω : ℝ} (hd : 0 < d) (h0 : 0 ≤ ω) (h1 : ω ≤ 1) :
    overlapError ((1 + ω) * d / 2) d
      = π * d ^ 5 * ω ^ 4 * (5 + 2 * ω - ω ^ 2) / 120 := by
  rw [overlapError_eq hd (by nlinarith [mul_nonneg h0 hd.le])
    (by nlinarith [mul_le_mul_of_nonneg_right h1 hd.le]),
    div_mul_eq_mul_div, div_eq_iff hd.ne']
  ring

/-- At fixed distance `d > 0`, the lens integral divided by `d⁵ ω⁴` tends to `π/24` as the
relative overlap `ω` tends to zero from above. -/
theorem overlapError_limit {d : ℝ} (hd : 0 < d) :
    Tendsto (fun ω : ℝ => overlapError ((1 + ω) * d / 2) d / (d ^ 5 * ω ^ 4))
      (𝓝[>] 0) (𝓝 (π / 24)) := by
  have hc : Continuous (fun ω : ℝ => π * (5 + 2 * ω - ω ^ 2) / 120) := by fun_prop
  have e : π * (5 + 2 * 0 - 0 ^ 2) / 120 = π / 24 := by ring
  rw [← e]
  refine ((hc.tendsto 0).mono_left nhdsWithin_le_nhds).congr' ?_
  filter_upwards [Ioo_mem_nhdsGT (zero_lt_one' ℝ)] with ω hω
  have hw : 0 < ω := hω.1
  rw [overlapError_relative hd hw.le hω.2.le, eq_div_iff (by positivity)]
  ring

/-- For `d > 0` and relative overlap `ω` between `0` and `1`, the lens integral lies between
`π/24` and `π/20` times `d⁵ ω⁴`. -/
theorem overlapError_bounds {d ω : ℝ} (hd : 0 < d) (h0 : 0 ≤ ω) (h1 : ω ≤ 1) :
    π / 24 * (d ^ 5 * ω ^ 4) ≤ overlapError ((1 + ω) * d / 2) d ∧
      overlapError ((1 + ω) * d / 2) d ≤ π / 20 * (d ^ 5 * ω ^ 4) := by
  rw [overlapError_relative hd h0 h1]
  have hK : 0 ≤ π * d ^ 5 * ω ^ 4 := by positivity
  have hw : 0 ≤ 2 * ω - ω ^ 2 := by nlinarith
  constructor
  · linarith [mul_nonneg hK hw]
  · linarith [mul_nonneg hK (sq_nonneg (1 - ω))]

end

end MuffinTinOverlap
```

```lean
#print axioms MuffinTinOverlap.depth_integral
-- 'MuffinTinOverlap.depth_integral' depends on axioms: [propext, Classical.choice, Quot.sound]
#print axioms MuffinTinOverlap.overlapError_limit
-- 'MuffinTinOverlap.overlapError_limit' depends on axioms: [propext, Classical.choice, Quot.sound]
#print axioms MuffinTinOverlap.overlapError_bounds
-- 'MuffinTinOverlap.overlapError_bounds' depends on axioms: [propext, Classical.choice, Quot.sound]
```

## How the Lean proof runs through the same steps

`shell_integral` is the cap calculation for a constant integrand `A`. Its step `hc` is the inequality $u_0\ge-1$, which is where `s ≤ d` enters.

`depth_integral` evaluates the integral over $y$ from an antiderivative. `bipolarMoment_eq` uses it for the inner integral and then supplies an antiderivative of the quintic above. In both, Lean verifies the derivative, and `ring` collects the values at the endpoints.

`overlapError_eq_bipolar` carries the geometry. It names the radial integrand `F`, and then proceeds in three stages:

- `hE` replaces the angular integral by `F r` on every shell. The point $r=0$ is handled separately, because the formula for $u_0$ divides by $r$; both integrands vanish there.
- `hz` shows that the integral of `F` from $0$ to $d-s$ is zero.
- `hsub` is the substitution $r=s-x$. After it, the two integrands are compared at each $x$, with `max_eq_left` removing the maximum because $s^2-(d-r)^2\ge0$ on the remaining shells.

The closed form follows by rewriting with the two preceding results, and `overlapError_relative` inserts the radius in terms of $\omega$. For the limit, `overlapError_limit` notes that the quotient equals the polynomial $\pi(5+2\omega-\omega^2)/120$ for $0<\omega<1$, and that this polynomial is continuous at zero. The bounds come from the nonnegativity of $2\omega-\omega^2$ and of $(1-\omega)^2$, each multiplied by the nonnegative factor $\pi d^5\omega^4$.

### How the sharp cut-off becomes the length of an interval

The proof turns on `MeasureTheory.setIntegral_indicator`. The integrand in $u$ can jump at $u_0$ inside the range, so the antiderivative argument used for the polynomials does not carry over as it stands. The proof first rewrites the `if` as an indicator function, equal to `A` on the half-line $u>u_0$ and zero elsewhere. The Mathlib lemma then moves the condition from the integrand to the domain: integrating an indicator over a set is the same as integrating the original function over the intersection.

Here the intersection is the interval $(u_0,1]$, and the function left on it is constant. The integral is thus `A` times a length, which `Real.volume_real_Ioc` gives as $\max(1-u_0,0)$. The maximum covers shells with a cap and shells without one in a single formula. It also makes `F` continuous, so the radial integral can be split at $d-s$ with no further argument about integrability.

### From touching spheres to spheres through each other's centres

At $\omega=0$ the spheres touch at one point, and the integral is zero. At $\omega=1$ we have $s=d$, each surface passes through the other centre, and the integral is $\pi d^5/20$, so the upper bound is attained. The leading term $\pi d^5/24$ is then one sixth below the exact value, its largest relative error in the range. At $\omega=0.2$ the polynomial factor is $5.36$ instead of $5$, and the leading term is about $7\%$ too low.
